# Every RPA-orthonormal set of real amplitudes in a finite space extends to a complete one

A calculation of excitation energies in the random-phase approximation (RPA) or in linear-response TDDFT usually stops after the lowest few roots. Take real orbitals, a stable reference state and, in TDDFT, an adiabatic (frequency-independent) kernel. With $n$ particle-hole pairs and $k$ computed modes, the result is then two real $n\times k$ matrices: $X$ holds the excitation amplitudes and $Y$ the de-excitation amplitudes, one column for each mode. The columns are normalised so that

$$X^TX-Y^TY=1,\qquad X^TY=Y^TX .$$

In the quasi-boson picture these relations say that the mode operators obey $[O_m,O_{m'}^\dagger]=\delta_{mm'}$ and $[O_m,O_{m'}]=0$. An arbitrary response vector $(u,v)$ has $2n$ components. To expand it one needs $n$ modes $(X,Y)$ together with their partners $(Y,X)$; fewer modes are not enough. Can the $k$ modes always be completed, or can a partial set be a dead end?

They can always be completed: $n-k$ columns can be appended to both matrices so that the resulting square matrices satisfy the same two relations. This is a statement about amplitudes alone. The coupling matrices and the excitation energies don't enter, so the appended columns need not solve the RPA eigenvalue equation.

## Completing the set through sums and differences

The minus sign in the first relation rules out an ordinary Gram–Schmidt argument with a positive norm. Sums and differences avoid it. Put $P=X+Y$ and $Q=X-Y$; these are rectangular matrices, not the projectors that the letters often denote. Then

$$P^TQ=(X^TX-Y^TY)-(X^TY-Y^TX).$$

The first bracket is symmetric and the second antisymmetric. Since the unit matrix is symmetric, $P^TQ=1$ holds exactly when the first bracket is $1$ and the second is $0$. The two relations are therefore the single condition that the columns of $P$ and $Q$ are biorthonormal.

**The number of modes.** If $Qw=0$, then $w=P^TQw=0$. So $Q$ is injective, and $k\le n$.

**The new columns.** Every $w$ is $P^T(Qw)$, so $P^T$ maps onto the $k$-dimensional space, and its kernel has dimension $n-k$. Take a basis of the kernel as the columns of $Q_2$; then $P^TQ_2=0$. The matrix $\Pi=1-QP^T$ maps into this kernel, because

$$P^T\Pi=P^T-(P^TQ)P^T=0 .$$

Each $\Pi v$ thus has unique coordinates in the chosen basis. They depend linearly on $v$, which defines $P_2$ by $\Pi v=Q_2P_2^Tv$. Two products remain:

- $\Pi Q=Q-Q(P^TQ)=0$, so $Q_2P_2^TQ=0$ and hence $P_2^TQ=0$.
- $\Pi Q_2=Q_2$, so $Q_2P_2^TQ_2=Q_2$ and hence $P_2^TQ_2=1$.

Both conclusions use the independence of the columns of $Q_2$. Together,

$$\begin{pmatrix}P&P_2\end{pmatrix}^T\begin{pmatrix}Q&Q_2\end{pmatrix}=\begin{pmatrix}P^TQ&P^TQ_2\\P_2^TQ&P_2^TQ_2\end{pmatrix}=1 .$$

The new amplitudes are $X_2=\tfrac12(P_2+Q_2)$ and $Y_2=\tfrac12(P_2-Q_2)$, since their sum is $P_2$ and their difference $Q_2$. For $k=n$ nothing is appended.

**Completeness.** When $k=n$, the left inverse $P^T$ of $Q$ is also its right inverse, so

$$1=QP^T=(XX^T-YY^T)+(XY^T-YX^T).$$

Separating symmetric and antisymmetric parts again gives $XX^T-YY^T=1$ and $XY^T=YX^T$. For any vectors $u,v$ set $a=X^Tu-Y^Tv$ and $b=X^Tv-Y^Tu$. Then

$$Xa+Yb=(XX^T-YY^T)u-(XY^T-YX^T)v=u,$$

$$Ya+Xb=(XX^T-YY^T)v-(XY^T-YX^T)u=v.$$

The pair $(u,v)$ is thus a combination of the modes $(X,Y)$ and their partners $(Y,X)$.

## Normalisation without the second relation

Take

$$X=\begin{pmatrix}1&0\\0&\sqrt2\\0&0\end{pmatrix},\qquad Y=\begin{pmatrix}0&1\\0&0\\0&0\end{pmatrix}.$$

Here $X^TX-Y^TY=\mathrm{diag}(1,2)-\mathrm{diag}(0,1)=1$, but $X^TY$ has the entry $1$ above the diagonal and $0$ below it, so it differs from $Y^TX$. Appending columns leaves this block in place, so no extension satisfies both relations. If the zero row is deleted, the matrices are square and $XX^T-YY^T=\mathrm{diag}(0,2)$: the first relation alone does not give the completeness relation $XX^T-YY^T=1$ either. The two modes and their partners still span all pairs $(u,v)$, but the coefficients $a$ and $b$ above are no longer the right ones in general.

## The two relations as a Lean predicate

```lean
import Mathlib

open Matrix

namespace RPACompleteSet

variable {ι κ μ : Type*} [Fintype ι] [DecidableEq κ]
```

The type `ι` labels particle-hole pairs, `κ` the given modes and `μ` the modes to be added. All are finite where the theorems need them to be, and no ordering of the labels is assumed.

```lean
/-- The RPA orthonormality relations `XᵀX - YᵀY = 1` and `XᵀY = YᵀX` for real excitation
amplitudes `X` and de-excitation amplitudes `Y`, with one column for each mode. -/
def IsRPAOrthonormal (X Y : Matrix ι κ ℝ) : Prop :=
  Xᵀ * X - Yᵀ * Y = 1 ∧ Xᵀ * Y = Yᵀ * X
```

`IsRPAOrthonormal X Y` is the pair of relations for real matrices. It fixes the norm of every mode at $+1$; the partner $(Y,X)$ of a mode has norm $-1$ and is not counted as a further column. Complex amplitudes do not fit this definition.

## Biorthonormality and the bound on the number of modes

```lean
/-- The two RPA relations hold exactly when the columns of `X + Y` and `X - Y` are
biorthonormal. -/
theorem isRPAOrthonormal_iff (X Y : Matrix ι κ ℝ) :
    IsRPAOrthonormal X Y ↔ (X + Y)ᵀ * (X - Y) = 1 := by
  have e₁ : (X + Y)ᵀ * (X - Y) = (Xᵀ * X - Yᵀ * Y) - (Xᵀ * Y - Yᵀ * X) := by
    rw [transpose_add, Matrix.add_mul, Matrix.mul_sub, Matrix.mul_sub]
    abel
  have e₂ : (X - Y)ᵀ * (X + Y) = (Xᵀ * X - Yᵀ * Y) + (Xᵀ * Y - Yᵀ * X) := by
    rw [transpose_sub, Matrix.sub_mul, Matrix.mul_add, Matrix.mul_add]
    abel
  constructor
  · rintro ⟨h₁, h₂⟩
    rw [e₁, h₁, h₂, sub_self, sub_zero]
  · intro h
    -- the transposed relation separates the symmetric and antisymmetric parts
    have h' : (X - Y)ᵀ * (X + Y) = 1 := by
      have t := congrArg Matrix.transpose h
      rwa [transpose_mul, transpose_transpose, transpose_one] at t
    rw [e₁] at h
    rw [e₂] at h'
    constructor <;> ext i j <;>
      have a := congrFun (congrFun h i) j <;>
      have b := congrFun (congrFun h' i) j <;>
      simp only [Matrix.sub_apply, Matrix.add_apply] at a b ⊢ <;>
      linarith
```

The identities `e₁` and `e₂` expand $P^TQ$ and $Q^TP$. From left to right, the theorem follows by substitution. In the other direction, transposing $P^TQ=1$ gives $Q^TP=1$. The sum and difference of these equations isolate the symmetric and antisymmetric parts, which `linarith` does entry by entry.

```lean
variable [Fintype κ] [Fintype μ] [DecidableEq ι] [DecidableEq μ]

/-- An RPA-orthonormal set has at most as many modes as there are particle-hole pairs. -/
theorem card_modes_le {X Y : Matrix ι κ ℝ} (h : IsRPAOrthonormal X Y) :
    Fintype.card κ ≤ Fintype.card ι := by
  have h' := (isRPAOrthonormal_iff X Y).1 h
  have inj : Function.Injective (Matrix.toLin' (X - Y)) := by
    refine Function.LeftInverse.injective (g := Matrix.toLin' (X + Y)ᵀ) fun w => ?_
    rw [← Matrix.toLin'_mul_apply, h', Matrix.toLin'_one, LinearMap.id_apply]
  have r := LinearMap.finrank_le_finrank_of_injective inj
  rwa [Module.finrank_fintype_fun_eq_card, Module.finrank_fintype_fun_eq_card] at r
```

This is $k\le n$, with `Fintype.card` counting labels. The map of $X-Y$ has the map of $(X+Y)^T$ as a left inverse and is therefore injective, and an injective linear map cannot lower the dimension.

## Building the missing columns

```lean
/-- Two biorthonormal families of real vectors can be extended together to biorthonormal
families with as many members as the dimension of the space. -/
theorem biorthonormal_extension (P Q : Matrix ι κ ℝ) (h : Pᵀ * Q = 1)
    (hc : Fintype.card κ + Fintype.card μ = Fintype.card ι) :
    ∃ P₂ Q₂ : Matrix ι μ ℝ, (fromCols P P₂)ᵀ * fromCols Q Q₂ = 1 := by
  have hPQ : ∀ w, Matrix.toLin' Pᵀ (Matrix.toLin' Q w) = w := fun w => by
    rw [← Matrix.toLin'_mul_apply, h, Matrix.toLin'_one, LinearMap.id_apply]
  -- the kernel of `Pᵀ` has the dimension of the missing columns
  have hr := LinearMap.finrank_range_add_finrank_ker (Matrix.toLin' Pᵀ)
  rw [LinearMap.range_eq_top.2 (fun w => ⟨_, hPQ w⟩), finrank_top,
    Module.finrank_fintype_fun_eq_card, Module.finrank_fintype_fun_eq_card] at hr
  obtain ⟨e⟩ : Nonempty (LinearMap.ker (Matrix.toLin' Pᵀ) ≃ₗ[ℝ] (μ → ℝ)) :=
    ⟨LinearEquiv.ofFinrankEq _ _ (by rw [Module.finrank_fintype_fun_eq_card]; omega)⟩
  -- the projection `1 - Q Pᵀ` onto this kernel
  obtain ⟨π, hπ⟩ : ∃ π : (ι → ℝ) →ₗ[ℝ] LinearMap.ker (Matrix.toLin' Pᵀ),
      ∀ v, (π v : ι → ℝ) = v - Matrix.toLin' Q (Matrix.toLin' Pᵀ v) :=
    ⟨LinearMap.codRestrict _ (LinearMap.id - Matrix.toLin' Q ∘ₗ Matrix.toLin' Pᵀ)
      (fun v => by
        rw [LinearMap.mem_ker]
        simp only [LinearMap.sub_apply, LinearMap.id_apply, LinearMap.comp_apply, map_sub,
          hPQ, sub_self]), fun v => rfl⟩
  have h₁₂ : Pᵀ * LinearMap.toMatrix' (Submodule.subtype _ ∘ₗ e.symm.toLinearMap) = 0 := by
    apply Matrix.toLin'.injective
    refine LinearMap.ext fun v => ?_
    rw [Matrix.toLin'_mul_apply, Matrix.toLin'_toMatrix', map_zero]
    exact LinearMap.mem_ker.1 (e.symm v).2
  have h₂₁ : LinearMap.toMatrix' (e.toLinearMap ∘ₗ π) * Q = 0 := by
    apply Matrix.toLin'.injective
    refine LinearMap.ext fun v => ?_
    have z : π (Matrix.toLin' Q v) = 0 :=
      Subtype.ext (by simp only [hπ, hPQ, sub_self, ZeroMemClass.coe_zero])
    rw [Matrix.toLin'_mul_apply, Matrix.toLin'_toMatrix', map_zero]
    show e (π (Matrix.toLin' Q v)) = 0
    rw [z, map_zero]
  have h₂₂ : LinearMap.toMatrix' (e.toLinearMap ∘ₗ π) *
      LinearMap.toMatrix' (Submodule.subtype _ ∘ₗ e.symm.toLinearMap) = 1 := by
    apply Matrix.toLin'.injective
    refine LinearMap.ext fun v => ?_
    have z : π (e.symm v : ι → ℝ) = e.symm v :=
      Subtype.ext (by rw [hπ, LinearMap.mem_ker.1 (e.symm v).2, map_zero, sub_zero])
    rw [Matrix.toLin'_mul_apply, Matrix.toLin'_toMatrix', Matrix.toLin'_toMatrix',
      Matrix.toLin'_one]
    show e (π (e.symm v : ι → ℝ)) = v
    rw [z, e.apply_symm_apply]
  refine ⟨(LinearMap.toMatrix' (e.toLinearMap ∘ₗ π))ᵀ,
    LinearMap.toMatrix' (Submodule.subtype _ ∘ₗ e.symm.toLinearMap), ?_⟩
  rw [transpose_fromCols, transpose_transpose, fromRows_mul_fromCols, h, h₁₂, h₂₁, h₂₂,
    fromBlocks_one]
```

The hypothesis `hc` says that given and missing modes add up to the number of pairs. `fromCols P P₂` is the matrix $P$ with the columns of $P_2$ placed to its right.

The equation `hr` is the rank–nullity count for $P^T$. It supplies `e`, an isomorphism from the kernel to coordinate vectors labelled by `μ`, which amounts to a choice of basis. The map `π` is the projection $\Pi$, regarded as taking values in the kernel. The columns of $Q_2$ come from the inverse of `e`, and $P_2^T$ is the matrix of `π` followed by `e`. The facts `h₁₂`, `h₂₁` and `h₂₂` are $P^TQ_2=0$, $P_2^TQ=0$ and $P_2^TQ_2=1$, and the last rewriting assembles the four blocks into the unit matrix.

```lean
/-- Any RPA-orthonormal set of real amplitudes can be extended, by appending the missing
columns to `X` and `Y`, to one with as many modes as particle-hole pairs. -/
theorem exists_complete_set {X Y : Matrix ι κ ℝ} (h : IsRPAOrthonormal X Y)
    (hc : Fintype.card κ + Fintype.card μ = Fintype.card ι) :
    ∃ X₂ Y₂ : Matrix ι μ ℝ, IsRPAOrthonormal (fromCols X X₂) (fromCols Y Y₂) := by
  obtain ⟨P₂, Q₂, hPQ⟩ :=
    biorthonormal_extension (X + Y) (X - Y) ((isRPAOrthonormal_iff X Y).1 h) hc
  -- return from sums and differences to the amplitudes themselves
  refine ⟨(1 / 2 : ℝ) • (P₂ + Q₂), (1 / 2 : ℝ) • (P₂ - Q₂), ?_⟩
  rw [isRPAOrthonormal_iff]
  convert hPQ using 2
  · congr 1
    ext i (j | j)
    · simp only [Matrix.add_apply, fromCols_apply_inl]
    · simp only [Matrix.add_apply, Matrix.sub_apply, Matrix.smul_apply, fromCols_apply_inr,
        smul_eq_mul]
      ring
  · ext i (j | j)
    · simp only [Matrix.sub_apply, fromCols_apply_inl]
    · simp only [Matrix.add_apply, Matrix.sub_apply, Matrix.smul_apply, fromCols_apply_inr,
        smul_eq_mul]
      ring
```

This is the extension theorem. It states that suitable $X_2$ and $Y_2$ exist; it does not single out a choice. The proof applies the previous theorem to $X+Y$ and $X-Y$ and takes half the sum and half the difference of the new columns. After `convert`, what remains is to check, column by column, that the extended amplitudes have the required sum and difference.

```lean
/-- For `k ≤ n`, RPA-orthonormal `n × k` amplitudes are the first `k` columns of
RPA-orthonormal `n × n` amplitudes. -/
theorem exists_square_extension {n k : ℕ} (hk : k ≤ n) {X Y : Matrix (Fin n) (Fin k) ℝ}
    (h : IsRPAOrthonormal X Y) :
    ∃ X' Y' : Matrix (Fin n) (Fin n) ℝ, IsRPAOrthonormal X' Y' ∧
      ∀ i j, X' i (Fin.castLE hk j) = X i j ∧ Y' i (Fin.castLE hk j) = Y i j := by
  obtain ⟨X₂, Y₂, h₂⟩ := exists_complete_set (μ := Fin (n - k)) h
    (by simp only [Fintype.card_fin]; omega)
  obtain ⟨e, he⟩ : ∃ e : Fin k ⊕ Fin (n - k) ≃ Fin n,
      ∀ j, e (Sum.inl j) = Fin.castLE hk j :=
    ⟨finSumFinEquiv.trans (finCongr (by omega)), fun j => Fin.ext rfl⟩
  refine ⟨(fromCols X X₂).submatrix id e.symm, (fromCols Y Y₂).submatrix id e.symm, ?_, ?_⟩
  · rw [isRPAOrthonormal_iff] at h₂ ⊢
    have r := congrArg (fun M => M.submatrix e.symm e.symm) h₂
    exact r.trans (Matrix.submatrix_one_equiv e.symm)
  · intro i j
    rw [← he, Matrix.submatrix_apply, Matrix.submatrix_apply, e.symm_apply_apply, id,
      fromCols_apply_inl, fromCols_apply_inl]
    exact ⟨rfl, rfl⟩
```

Here the same result is given for numbered rows and columns, with genuinely square matrices `X'` and `Y'`. `Fin.castLE hk j` is column `j` of the small matrix regarded as a column of the large one, so the given amplitudes are the first $k$ columns, unchanged. The inequality `hk` is needed to write this down, although `card_modes_le` shows that it follows from `h`. The proof appends $n-k$ columns and renumbers them; applying the same renumbering to the rows and columns of a unit matrix leaves a unit matrix.

## Completeness relations and the mode expansion

```lean
/-- An RPA-orthonormal set with as many modes as particle-hole pairs obeys the completeness
relations `XXᵀ - YYᵀ = 1` and `XYᵀ = YXᵀ`. -/
theorem completeness {X Y : Matrix ι κ ℝ} (h : IsRPAOrthonormal X Y)
    (hc : Fintype.card κ = Fintype.card ι) :
    X * Xᵀ - Y * Yᵀ = 1 ∧ X * Yᵀ = Y * Xᵀ := by
  -- a left inverse of a square matrix is a right inverse
  have c : (X - Y) * (X + Y)ᵀ = 1 :=
    (Matrix.mul_eq_one_comm_of_equiv (Fintype.equivOfCardEq hc)).1
      ((isRPAOrthonormal_iff X Y).1 h)
  have d : (Xᵀ + Yᵀ)ᵀ * (Xᵀ - Yᵀ) = 1 := by
    have t := congrArg Matrix.transpose c
    rw [transpose_mul, transpose_transpose, transpose_one] at t
    rw [← transpose_add, ← transpose_sub, transpose_transpose]
    exact t
  simpa only [IsRPAOrthonormal, transpose_transpose] using (isRPAOrthonormal_iff Xᵀ Yᵀ).2 d
```

The step $P^TQ=1\Rightarrow QP^T=1$ is `Matrix.mul_eq_one_comm_of_equiv`, which allows the two equally large label types to be different. The separation into symmetric and antisymmetric parts is not repeated: the equivalence `isRPAOrthonormal_iff` is applied to $X^T$ and $Y^T$, whose relations are the completeness relations.

```lean
/-- With as many RPA-orthonormal modes as particle-hole pairs, every pair of vectors `(u, v)`
is a combination of the modes `(X, Y)` and their partners `(Y, X)`, with coefficients
`Xᵀu - Yᵀv` and `Xᵀv - Yᵀu`. -/
theorem mode_expansion {X Y : Matrix ι κ ℝ} (h : IsRPAOrthonormal X Y)
    (hc : Fintype.card κ = Fintype.card ι) (u v : ι → ℝ) :
    X *ᵥ (Xᵀ *ᵥ u - Yᵀ *ᵥ v) + Y *ᵥ (Xᵀ *ᵥ v - Yᵀ *ᵥ u) = u ∧
      Y *ᵥ (Xᵀ *ᵥ u - Yᵀ *ᵥ v) + X *ᵥ (Xᵀ *ᵥ v - Yᵀ *ᵥ u) = v := by
  obtain ⟨c₁, c₂⟩ := completeness h hc
  have key : ∀ w : ι → ℝ, (X * Xᵀ) *ᵥ w - (Y * Yᵀ) *ᵥ w = w := fun w => by
    rw [← Matrix.sub_mulVec, c₁, Matrix.one_mulVec]
  simp only [Matrix.mulVec_sub, Matrix.mulVec_mulVec, c₂]
  constructor
  · linear_combination (norm := module) key u
  · linear_combination (norm := module) key v
```

The symbol `*ᵥ` is the product of a matrix with a vector. The rewriting with `c₂` replaces $XY^T$ by $YX^T$, so that the mixed terms cancel, and `key` is $XX^T-YY^T=1$ applied to a vector. Within a finite particle-hole space with real amplitudes, the theorem gives the coefficients for expanding a response vector of RPA or linear-response TDDFT in a full set of modes, including one obtained by extension.

## Two hyperbolic modes in three dimensions

A pair of matrices with $k=2$, $n=3$ and, for nonzero parameters $s$ and $t$, nonzero de-excitation amplitudes shows that the relations can be met with fewer modes than pairs. The normalisation is $\cosh^2 s-\sinh^2 s=1$, and likewise for $t$; the two modes involve different pairs, so all products between different modes vanish. In particular $X^TY$ is diagonal and therefore equal to its transpose $Y^TX$. One possible completion is the third column $(0,0,1)^T$ in $X$ and zero in $Y$.

```lean
/-- Two modes in a space of three particle-hole pairs, with hyperbolic cosines and sines as
amplitudes, are RPA-orthonormal. -/
theorem isRPAOrthonormal_witness (s t : ℝ) :
    IsRPAOrthonormal !![Real.cosh s, 0; 0, Real.cosh t; 0, 0]
      !![Real.sinh s, 0; 0, Real.sinh t; 0, 0] := by
  constructor <;> ext i j <;> fin_cases i <;> fin_cases j <;>
    simp [Matrix.mul_apply, Fin.sum_univ_succ]
  all_goals nlinarith [Real.cosh_sq s, Real.cosh_sq t]

end RPACompleteSet
```

```lean
#print axioms RPACompleteSet.card_modes_le
#print axioms RPACompleteSet.exists_complete_set
#print axioms RPACompleteSet.exists_square_extension
#print axioms RPACompleteSet.mode_expansion
```

```
'RPACompleteSet.card_modes_le' depends on axioms: [propext, Classical.choice, Quot.sound]
'RPACompleteSet.exists_complete_set' depends on axioms: [propext, Classical.choice, Quot.sound]
'RPACompleteSet.exists_square_extension' depends on axioms: [propext, Classical.choice, Quot.sound]
'RPACompleteSet.mode_expansion' depends on axioms: [propext, Classical.choice, Quot.sound]
```
